# Removing or adding one frozen orbital changes the Hartree–Fock energy by $\mp c^\dagger F(D)c$

In a finite spin-orbital basis, let $E(D)$ be the Hartree–Fock energy of a density matrix $D$, and $F(D)$ its Fock matrix. If the two-electron integrals are unchanged when the two electrons are exchanged, $(pq|rs)=(rs|pq)$, then for every coefficient vector $c$

$$E(D)-E(D-cc^\dagger)=c^\dagger F(D)c=E(D+cc^\dagger)-E(D).$$

The identity is exact for frozen orbitals, meaning that nothing is reoptimised after the change. The scalars may be real or complex; for real $c$, $c^\dagger$ is $c^T$. Neither $h$ nor $D$ has to be symmetric, and $c$ need not be normalised.

## Orbital energies and consistency of the Fock build

A code that reports $-\varepsilon_i$ as a frozen-orbital ionisation energy relies on this identity, within the Hartree–Fock model and without orbital relaxation. If $c$ is a normalised eigenvector of $F(D)$ with eigenvalue $\varepsilon$, the middle term is $\varepsilon$.

The identity also gives a check on a spin-orbital implementation. Choose a density matrix and a vector, evaluate the energy at $D$ and $D\pm cc^\dagger$, and compare the differences with $c^\dagger F(D)c$. No converged calculation is needed, although $D$ should be symmetric (Hermitian in the complex case) if the code exploits that symmetry. A discrepancy beyond rounding error can reveal a wrong factor in the energy or the exchange term. Integral approximations that treat Coulomb and exchange differently can also cause one. An error in $h$ that enters $E$ and $F$ alike goes unnoticed.

## Why the quadratic term vanishes

Let $h$ be the one-electron Hamiltonian. The mean field, Coulomb minus exchange, is

$$G(D)_{pq}=\sum_{rs}\big[(pq|rs)-(ps|rq)\big]D_{sr},$$

and the Fock matrix and energy are

$$F(D)=h+G(D),\qquad E(D)=\operatorname{tr}(hD)+\tfrac12\operatorname{tr}(G(D)D).$$

**Reciprocity.** For any matrix $X$,

$$\operatorname{tr}(G(D)X)=\sum_{pqrs}\big[(pq|rs)-(ps|rq)\big]D_{sr}X_{qp}.$$

Relabelling $(p,q)\leftrightarrow(r,s)$ turns this into

$$\sum_{pqrs}\big[(rs|pq)-(rq|ps)\big]D_{qp}X_{sr}.$$

By pair symmetry the bracket equals $(pq|rs)-(ps|rq)$, so the sum is $\operatorname{tr}(G(X)D)$.

**Expansion.** Since $G$ is linear,

$$E(D+X)=E(D)+\operatorname{tr}(hX)+\tfrac12\big[\operatorname{tr}(G(D)X)+\operatorname{tr}(G(X)D)+\operatorname{tr}(G(X)X)\big].$$

The two mixed terms are equal, hence

$$E(D+X)=E(D)+\operatorname{tr}(F(D)X)+\tfrac12\operatorname{tr}(G(X)X).$$

**No self-interaction.** The field of $cc^\dagger$ acting on $c$ is

$$\big(G(cc^\dagger)c\big)_p=\sum_{qrs}\big[(pq|rs)-(ps|rq)\big]c_s\,c_r^*\,c_q.$$

Interchanging $q$ and $s$ in the exchange sum gives the Coulomb sum, so the result is zero.

**One orbital.** Put $X=t\,cc^\dagger$ with a scalar $t$, and use $\operatorname{tr}(A\,cc^\dagger)=c^\dagger Ac$ for any matrix $A$:

$$E(D+t\,cc^\dagger)=E(D)+t\,c^\dagger F(D)c+\tfrac{t^2}{2}\,c^\dagger G(cc^\dagger)c.$$

The last term vanishes, and the energy is exactly linear in $t$. The values $t=-1$ and $t=1$ give the two differences.

**Two orbitals.** After $aa^\dagger$ has been removed, the Fock matrix is $F(D)-G(aa^\dagger)$. Removing $bb^\dagger$ next therefore gives

$$E(D-aa^\dagger-bb^\dagger)-E(D)=-a^\dagger F(D)a-b^\dagger F(D)b+b^\dagger G(aa^\dagger)b.$$

The last term is the Coulomb-minus-exchange interaction of the pair.

## Lean definitions and proofs

```lean
import Mathlib

open Matrix

namespace FrozenOrbitalKoopmans

noncomputable section

variable {𝕜 n : Type*} [RCLike 𝕜] [Fintype n]

/-- Two-electron integrals `g p q r s = (pq|rs)` are unchanged when the two electrons
are exchanged. -/
def PairSymmetric (g : n → n → n → n → 𝕜) : Prop :=
  ∀ p q r s, g p q r s = g r s p q

/-- The mean field of a density matrix `D` in a spin-orbital basis: Coulomb minus exchange. -/
def meanField (g : n → n → n → n → 𝕜) (D : Matrix n n 𝕜) : Matrix n n 𝕜 :=
  Matrix.of fun p q => ∑ r, ∑ s, (g p q r s - g p s r q) * D s r

/-- The Fock matrix: one-electron Hamiltonian plus mean field. -/
def fock (h : Matrix n n 𝕜) (g : n → n → n → n → 𝕜) (D : Matrix n n 𝕜) : Matrix n n 𝕜 :=
  h + meanField g D

/-- The Hartree-Fock energy as a function of the density matrix. -/
def energy (h : Matrix n n 𝕜) (g : n → n → n → n → 𝕜) (D : Matrix n n 𝕜) : 𝕜 :=
  trace (h * D) + (1 / 2 : 𝕜) * trace (meanField g D * D)

/-- The density matrix `c c†` of one orbital with coefficient vector `c`. -/
def orbitalDensity (c : n → 𝕜) : Matrix n n 𝕜 := vecMulVec c (star c)

/-- The expectation value `c† A c` of a matrix in an orbital. -/
def expectation (A : Matrix n n 𝕜) (c : n → 𝕜) : 𝕜 := star c ⬝ᵥ (A *ᵥ c)

lemma meanField_add (g : n → n → n → n → 𝕜) (D X : Matrix n n 𝕜) :
    meanField g (D + X) = meanField g D + meanField g X := by
  ext p q
  simp only [meanField, Matrix.of_apply, Matrix.add_apply, mul_add, Finset.sum_add_distrib]

lemma meanField_smul (g : n → n → n → n → 𝕜) (t : 𝕜) (D : Matrix n n 𝕜) :
    meanField g (t • D) = t • meanField g D := by
  ext p q
  simp only [meanField, Matrix.of_apply, Matrix.smul_apply, smul_eq_mul, Finset.mul_sum]
  refine Finset.sum_congr rfl fun r _ => Finset.sum_congr rfl fun s _ => ?_
  ring

lemma trace_mul_orbitalDensity (A : Matrix n n 𝕜) (c : n → 𝕜) :
    trace (A * orbitalDensity c) = expectation A c := by
  simp only [orbitalDensity, expectation, Matrix.trace, Matrix.diag_apply, Matrix.mul_apply,
    Matrix.vecMulVec_apply, dotProduct, Matrix.mulVec, Finset.mul_sum]
  refine Finset.sum_congr rfl fun p _ => Finset.sum_congr rfl fun q _ => ?_
  ring

/-- The interaction of density `X` with the field of `D` equals that of `D` with the
field of `X`. -/
theorem meanField_reciprocity {g : n → n → n → n → 𝕜} (hg : PairSymmetric g)
    (D X : Matrix n n 𝕜) :
    trace (meanField g D * X) = trace (meanField g X * D) := by
  -- relabel the two electrons: (p, q) ↔ (r, s)
  have swap : ∀ f : n → n → n → n → 𝕜,
      ∑ p, ∑ q, ∑ r, ∑ s, f p q r s = ∑ p, ∑ q, ∑ r, ∑ s, f r s p q := by
    intro f
    have h := Finset.sum_comm (s := Finset.univ) (t := Finset.univ)
      (f := fun (x y : n × n) => f x.1 x.2 y.1 y.2)
    simpa only [Fintype.sum_prod_type] using h
  simp only [Matrix.trace, Matrix.diag_apply, Matrix.mul_apply, meanField, Matrix.of_apply,
    Finset.sum_mul]
  rw [swap]
  refine Finset.sum_congr rfl fun p _ => Finset.sum_congr rfl fun q _ =>
    Finset.sum_congr rfl fun r _ => Finset.sum_congr rfl fun s _ => ?_
  linear_combination (D q p * X s r) * (hg r s p q - hg r q p s)

/-- An orbital does not feel its own mean field: Coulomb and exchange cancel. -/
theorem no_self_interaction (g : n → n → n → n → 𝕜) (c : n → 𝕜) :
    meanField g (orbitalDensity c) *ᵥ c = 0 := by
  have swap : ∀ f : n → n → n → 𝕜,
      ∑ q, ∑ r, ∑ s, f q r s = ∑ q, ∑ r, ∑ s, f s r q := by
    intro f
    calc ∑ q, ∑ r, ∑ s, f q r s = ∑ r, ∑ q, ∑ s, f q r s := Finset.sum_comm
      _ = ∑ r, ∑ q, ∑ s, f s r q := Finset.sum_congr rfl fun r _ => Finset.sum_comm
      _ = ∑ q, ∑ r, ∑ s, f s r q := Finset.sum_comm
  ext p
  simp only [Matrix.mulVec, dotProduct, meanField, orbitalDensity, Matrix.of_apply,
    Matrix.vecMulVec_apply, Finset.sum_mul, sub_mul, Finset.sum_sub_distrib, Pi.zero_apply]
  -- the exchange sum is the Coulomb sum with q and s interchanged
  rw [sub_eq_zero, swap]
  refine Finset.sum_congr rfl fun q _ => Finset.sum_congr rfl fun r _ =>
    Finset.sum_congr rfl fun s _ => ?_
  ring

/-- The exact change of the Hartree-Fock energy under any change `X` of the density matrix:
a Fock term and half the interaction of `X` with itself. -/
theorem energy_add (h : Matrix n n 𝕜) {g : n → n → n → n → 𝕜} (hg : PairSymmetric g)
    (D X : Matrix n n 𝕜) :
    energy h g (D + X) = energy h g D + trace (fock h g D * X)
      + (1 / 2 : 𝕜) * trace (meanField g X * X) := by
  simp only [energy, fock, meanField_add, mul_add, add_mul, Matrix.trace_add]
  linear_combination (-1 / 2 : 𝕜) * meanField_reciprocity hg D X

/-- With all orbitals frozen, the energy is exactly linear in the amount `t` of the orbital
density `c c†` that is added, with slope `c† F(D) c`. -/
theorem energy_linear_in_occupation (h : Matrix n n 𝕜) {g : n → n → n → n → 𝕜}
    (hg : PairSymmetric g) (D : Matrix n n 𝕜) (c : n → 𝕜) (t : 𝕜) :
    energy h g (D + t • orbitalDensity c) = energy h g D + t * expectation (fock h g D) c := by
  have h0 : trace (meanField g (orbitalDensity c) * orbitalDensity c) = 0 := by
    rw [trace_mul_orbitalDensity, expectation, no_self_interaction, dotProduct_zero]
  rw [energy_add h hg, meanField_smul]
  simp only [Matrix.mul_smul, Matrix.smul_mul, Matrix.trace_smul, smul_eq_mul]
  rw [h0, trace_mul_orbitalDensity]
  ring

/-- Frozen-orbital ionisation and attachment: removing `c c†` from the density matrix changes the
energy by `-c† F(D) c`, and adding it changes the energy by `c† F(D) c`. -/
theorem ionisation_and_attachment (h : Matrix n n 𝕜) {g : n → n → n → n → 𝕜}
    (hg : PairSymmetric g) (D : Matrix n n 𝕜) (c : n → 𝕜) :
    energy h g D - energy h g (D - orbitalDensity c) = expectation (fock h g D) c ∧
    energy h g (D + orbitalDensity c) - energy h g D = expectation (fock h g D) c := by
  have hm := energy_linear_in_occupation h hg D c (-1)
  have hp := energy_linear_in_occupation h hg D c 1
  rw [neg_one_smul, ← sub_eq_add_neg] at hm
  rw [one_smul] at hp
  constructor
  · linear_combination -hm
  · linear_combination hp

/-- The Fock matrix acts on an orbital in the same way after the occupation of that orbital
has been changed by any amount `t`. -/
theorem fock_action_unchanged (h : Matrix n n 𝕜) (g : n → n → n → n → 𝕜)
    (D : Matrix n n 𝕜) (c : n → 𝕜) (t : 𝕜) :
    fock h g (D + t • orbitalDensity c) *ᵥ c = fock h g D *ᵥ c := by
  simp only [fock, meanField_add, meanField_smul, Matrix.add_mulVec, Matrix.smul_mulVec,
    no_self_interaction, smul_zero, add_zero]

/-- Koopmans' theorem: for a normalised eigenvector of the Fock matrix with orbital energy `ε`,
frozen-orbital removal changes the energy by `-ε` and frozen-orbital addition by `ε`. -/
theorem koopmans (h : Matrix n n 𝕜) {g : n → n → n → n → 𝕜} (hg : PairSymmetric g)
    (D : Matrix n n 𝕜) (c : n → 𝕜) (ε : 𝕜) (hc : fock h g D *ᵥ c = ε • c)
    (hnorm : star c ⬝ᵥ c = 1) :
    energy h g (D - orbitalDensity c) - energy h g D = -ε ∧
    energy h g (D + orbitalDensity c) - energy h g D = ε := by
  have he : expectation (fock h g D) c = ε := by
    rw [expectation, hc, dotProduct_smul, hnorm, smul_eq_mul, mul_one]
  obtain ⟨hi, ha⟩ := ionisation_and_attachment h hg D c
  exact ⟨by linear_combination -hi - he, ha.trans he⟩

/-- Removing two frozen orbitals `a` and `b` costs the two Fock expectation values with a minus
sign, plus the Coulomb-minus-exchange interaction of the pair. -/
theorem double_ionisation (h : Matrix n n 𝕜) {g : n → n → n → n → 𝕜} (hg : PairSymmetric g)
    (D : Matrix n n 𝕜) (a b : n → 𝕜) :
    energy h g (D - orbitalDensity a - orbitalDensity b) - energy h g D =
      -expectation (fock h g D) a - expectation (fock h g D) b
        + expectation (meanField g (orbitalDensity a)) b := by
  have h1 := (ionisation_and_attachment h hg D a).1
  have h2 := (ionisation_and_attachment h hg (D - orbitalDensity a) b).1
  -- the second electron leaves from the field of the ion
  have hF : fock h g D = fock h g (D - orbitalDensity a) + meanField g (orbitalDensity a) := by
    rw [fock, fock, add_assoc, ← meanField_add, sub_add_cancel]
  have h3 : expectation (fock h g D) b = expectation (fock h g (D - orbitalDensity a)) b
      + expectation (meanField g (orbitalDensity a)) b := by
    rw [hF, expectation, Matrix.add_mulVec, dotProduct_add]
    rfl
  linear_combination -h1 - h2 + h3

/-- Unit repulsion between charge densities in a model with two spin orbitals. -/
def unitRepulsion (p q r s : Fin 2) : ℝ := if p = q ∧ r = s then 1 else 0

/-- Two filled spin orbitals with one-electron energies `-2` and `-1` and unit repulsion meet
the hypotheses of Koopmans' theorem, with orbital energy `-1` for the first orbital. -/
theorem koopmans_witness :
    PairSymmetric unitRepulsion ∧
    fock !![-2, 0; 0, -1] unitRepulsion 1 *ᵥ ![1, 0] = (-1 : ℝ) • ![1, 0] ∧
    star ![(1 : ℝ), 0] ⬝ᵥ ![1, 0] = 1 := by
  refine ⟨fun p q r s => by simp only [unitRepulsion, and_comm], ?_, ?_⟩
  · ext i
    -- write out all sums over the two spin orbitals before evaluating
    simp only [fock, meanField, unitRepulsion, Matrix.mulVec, dotProduct, Fin.sum_univ_two,
      Matrix.add_apply, Matrix.of_apply, Matrix.one_apply]
    fin_cases i <;> norm_num
  · simp [dotProduct, Fin.sum_univ_succ]

end

end FrozenOrbitalKoopmans
```

```lean
#print axioms FrozenOrbitalKoopmans.fock_action_unchanged
-- 'FrozenOrbitalKoopmans.fock_action_unchanged' depends on axioms: [propext, Classical.choice, Quot.sound]
#print axioms FrozenOrbitalKoopmans.koopmans
-- 'FrozenOrbitalKoopmans.koopmans' depends on axioms: [propext, Classical.choice, Quot.sound]
#print axioms FrozenOrbitalKoopmans.double_ionisation
-- 'FrozenOrbitalKoopmans.double_ionisation' depends on axioms: [propext, Classical.choice, Quot.sound]
```

## Densities, integrals and orbital energies in the Lean statements

The finite type `n` labels the spin orbitals, and `𝕜` is the real or complex field. The function `g p q r s` stands for $(pq|rs)$ in charge-density order, and `PairSymmetric` says that this integral is unchanged when the two electrons are exchanged. Real integrals with eightfold symmetry satisfy it. `orbitalDensity c` is $cc^\dagger$ and `expectation A c` is $c^\dagger Ac$, without division by $c^\dagger c$. If $c=\sqrt{w}\,u$ with $u$ normalised and $w\ge 0$, the energy difference is $w\,u^\dagger F(D)u$.

The main theorem, `ionisation_and_attachment`, says that for all `h`, `D` and `c`, and every pair-symmetric `g`, the two energy differences equal `expectation (fock h g D) c`. No overlap matrix appears in it. The theorem `koopmans` adds the eigenvalue equation `hc` and the normalisation `hnorm`, which is written for an orthonormal basis. It concludes that removal changes the energy by $-\varepsilon$ and addition by $\varepsilon$.

The physical reading needs more than the algebra. If $D$ belongs to a Slater determinant, $D-cc^\dagger$ describes a determinant with one electron fewer when $c$ is a normalised occupied orbital. Likewise, $D+cc^\dagger$ describes one with an electron more when $c$ is normalised and orthogonal to the occupied space. The theorems do not require either condition. They compare two values of the energy function, and say nothing about orbital relaxation, correlation, the closeness of $-\varepsilon$ to a measured ionisation energy, or floating-point error.

`koopmans_witness` confirms the hypotheses of `koopmans` in a small model: one site whose two spin orbitals have one-electron energies $-2$ and $-1$, with unit repulsion and both spin orbitals filled. The first orbital has $\varepsilon=-1$. The energy is $-2$ before its removal and $-1$ after it, a change of $+1=-\varepsilon$.

## From index relabelling to the energy difference

`meanField_add` and `meanField_smul` prove that $G$ is linear, and `trace_mul_orbitalDensity` turns a trace with $cc^\dagger$ into an expectation value. In `meanField_reciprocity`, the local statement `swap` exchanges the index pairs by applying `Finset.sum_comm` to sums over `n × n`. The closing `linear_combination` uses pair symmetry once for the Coulomb integral and once for the exchange integral.

`no_self_interaction` has its own `swap`, which interchanges $q$ and $s$ by three exchanges of neighbouring sums. It makes no assumption on `g`. `energy_add` expands the energy and merges the mixed terms by reciprocity. `energy_linear_in_occupation` then inserts $t\,cc^\dagger$, with `h0` removing the quadratic term, and the main theorem takes $t=-1$ and $t=1$.

For `koopmans`, the step `he` evaluates $c^\dagger F(D)c=\varepsilon$. `fock_action_unchanged` uses the absence of self-interaction to show $F(D+t\,cc^\dagger)c=F(D)c$, so an eigenvector keeps its orbital energy when its own occupation changes. `double_ionisation` applies the main theorem twice; `hF` relates the Fock matrices before and after the first removal.

## Missing pair symmetry and spin-summed densities

Suppose that an integral array has been only half filled. Take two spin orbitals, labelled 0 and 1, with $h=0$, $(00|11)=1$ and every other integral zero, including $(11|00)$. Let $D$ be the identity and $c=(1,0)^T$. Then $E(D)=\tfrac12$ and $E(D-cc^T)=0$, but $c^TF(D)c=1$. The energy averages the two orderings of the pair, whereas this Fock element sees only one of them.

The statement could also have been modelled with real spatial orbitals and a spin-summed closed-shell density $P$. The mean field then carries half the exchange,

$$G_{\mathrm R}(P)_{pq}=\sum_{rs}\big[(pq|rs)-\tfrac12(ps|rq)\big]P_{sr},$$

with $F_{\mathrm R}(P)=h+G_{\mathrm R}(P)$ and $E_{\mathrm R}(P)=\operatorname{tr}(hP)+\tfrac12\operatorname{tr}(G_{\mathrm R}(P)P)$. Self-interaction no longer cancels for a single electron. Writing $(cc|cc)$ for the Coulomb self-repulsion of the orbital, the same expansion gives

$$E_{\mathrm R}(P)-E_{\mathrm R}(P-cc^T)=c^TF_{\mathrm R}(P)c-\tfrac14(cc|cc),$$

$$E_{\mathrm R}(P+cc^T)-E_{\mathrm R}(P)=c^TF_{\mathrm R}(P)c+\tfrac14(cc|cc).$$

A restricted code should therefore resolve the density by spin before it makes the comparison. The counter-example and the spin-summed formulas are worked out by hand here and are not part of the Lean file.
